# At bias v = U > 0, the two lowest singlet levels of the Hubbard dimer split by 2√2 t to first order in the hopping t

Q: Two electrons share two sites, one deeper than the other by a bias $v$. When $v$ equals the on-site repulsion $U$, placing both electrons on the deep site costs the same as one on each. Keep only these two singlets, coupled by $-\sqrt2\,t$ with hopping $t>0$:

$$\begin{pmatrix}0&-\sqrt2\,t\\-\sqrt2\,t&0\end{pmatrix},\qquad E=\pm\sqrt2\,t .$$

The gap is $2\sqrt2\,t$. But the dimer has a third singlet, with both electrons on the shallow site. Does the formal statement keep it?

A: Yes. The site energies are $\pm v/2$, so the ionic singlets lie at $U+v$ and $U-v$, and the neutral one at $0$. The matrix uses that order.

```lean
import Mathlib

open Filter Topology Set

namespace HubbardDimerResonance

noncomputable section

/-- Singlet Hamiltonian of the two-electron Hubbard dimer with repulsion `U`, bias `v` and
hopping `t`, in the basis of the two ionic states and the neutral state. -/
def dimer (U v t : ℝ) : Matrix (Fin 3) (Fin 3) ℝ :=
  !![U + v, 0, -(√2 * t); 0, U - v, -(√2 * t); -(√2 * t), -(√2 * t), 0]
```

Q: Where does that matrix come from?

A: It is entered as a definition. Its reduction from the fermionic two-site Hamiltonian is the step left to the physicist. The $\sqrt2$ comes from normalising the neutral singlet. Triplets are omitted: they stay at energy $0$, between the two levels at resonance, so "lowest" means lowest among singlets.

Q: And what counts as a level?

A: A root of the characteristic determinant. `OrderedLevels A a b c` says that $a\le b\le c$ and $\det(x-A)=(x-a)(x-b)(x-c)$ for every real $x$, so multiplicity is counted.

```lean
/-- The numbers `a ≤ b ≤ c` are the energy levels of `A`, counted with multiplicity: they are
the roots of its characteristic determinant. -/
structure OrderedLevels (A : Matrix (Fin 3) (Fin 3) ℝ) (a b c : ℝ) : Prop where
  low : a ≤ b
  high : b ≤ c
  det_eq : ∀ x : ℝ, (x • (1 : Matrix (Fin 3) (Fin 3) ℝ) - A).det = (x - a) * (x - b) * (x - c)
```

The matrix is real and symmetric, so by the spectral theorem such levels exist for all real parameters. The existence proof below is elementary and assumes $U\ge0$ and $v,t>0$.

Q: Which polynomial do you get?

A: Expanding the determinant gives

$$\begin{aligned}P(x)&=x(x-U-v)(x-U+v)-2t^2(x-U+v)-2t^2(x-U-v)\\&=x(x-U-v)(x-U+v)-4t^2(x-U).\end{aligned}$$

The Lean proof does the same expansion and replaces $(\sqrt2)^2$ by $2$.

```lean
/-- The secular polynomial of the biased dimer at energy `x`. -/
def secular (U v t x : ℝ) : ℝ :=
  x * (x - U - v) * (x - U + v) - 4 * t ^ 2 * (x - U)

/-- The characteristic determinant of the dimer Hamiltonian is the secular polynomial. -/
theorem det_eq_secular (U v t x : ℝ) :
    (x • (1 : Matrix (Fin 3) (Fin 3) ℝ) - dimer U v t).det = secular U v t x := by
  have h2 : √2 ^ 2 = (2 : ℝ) := Real.sq_sqrt (by norm_num)
  rw [Matrix.det_fin_three]
  simp [dimer, secular]
  linear_combination (-2 * t ^ 2 * (x - U)) * h2
```

Q: Is there really a crossing to avoid?

A: At $t=0$ the roots are $0$ and $U\pm v$. The levels $0$ and $U-v$ exchange order at $v=U$.

```lean
/-- Without hopping, for `U ≥ 0` and `v ≥ 0`, the neutral level `0` lies below the ionic level
`U - v` when `v ≤ U` and above it when `U ≤ v`: the two levels cross at `v = U`. -/
theorem bare_crossing {U v : ℝ} (hU : 0 ≤ U) (hv : 0 ≤ v) :
    (v ≤ U → OrderedLevels (dimer U v 0) 0 (U - v) (U + v)) ∧
    (U ≤ v → OrderedLevels (dimer U v 0) (U - v) 0 (U + v)) := by
  constructor
  · intro h
    refine ⟨by linarith, by linarith, fun x => ?_⟩
    rw [det_eq_secular, secular]
    ring
  · intro h
    refine ⟨by linarith, by linarith, fun x => ?_⟩
    rw [det_eq_secular, secular]
    ring
```

Q: With hopping, could the hypothesis about ordered levels be empty?

A: No, for $U\ge0$ and $v,t>0$ such levels exist. $P$ is nonpositive at $-(v+2t)$, positive at $U-v$ and negative at $U+v$. The intermediate value theorem gives two roots, and the trace $2U$ fixes the third.

```lean
/-- For `U ≥ 0`, positive bias and positive hopping, the dimer has three real energy levels. -/
theorem exists_levels {U v t : ℝ} (hU : 0 ≤ U) (hv : 0 < v) (ht : 0 < t) :
    ∃ a b c, OrderedLevels (dimer U v t) a b c := by
  have hf : Continuous (secular U v t) := by
    unfold secular
    fun_prop
  have hp : 0 < t ^ 2 * v := by positivity
  -- signs of the secular polynomial at three energies
  have h0 : secular U v t (-(v + 2 * t)) ≤ 0 := by
    have : 0 ≤ (v * U + 2 * t * v + 2 * t * U) * (2 * v + 2 * t + U) + 4 * t ^ 2 * v := by
      positivity
    unfold secular
    nlinarith
  have h1 : secular U v t (U - v) = 4 * (t ^ 2 * v) := by unfold secular; ring
  have h2 : secular U v t (U + v) = -4 * (t ^ 2 * v) := by unfold secular; ring
  obtain ⟨a, ha, hfa⟩ := intermediate_value_Icc (by linarith : -(v + 2 * t) ≤ U - v)
    hf.continuousOn (⟨h0, by linarith⟩ : (0 : ℝ) ∈ Icc _ _)
  obtain ⟨b, hb, hfb⟩ := intermediate_value_Icc' (by linarith : U - v ≤ U + v)
    hf.continuousOn (⟨by linarith, by linarith⟩ : (0 : ℝ) ∈ Icc _ _)
  have hne : a ≠ U - v := by
    intro h
    rw [h, h1] at hfa
    linarith
  have hab : a < b := lt_of_lt_of_le (lt_of_le_of_ne ha.2 hne) hb.1
  unfold secular at hfa hfb
  -- the third root follows from the trace
  have hα : U ^ 2 - v ^ 2 - 4 * t ^ 2 - (a * b + (a + b) * (2 * U - a - b)) = 0 := by
    apply mul_left_cancel₀ (sub_ne_zero.mpr hab.ne)
    linear_combination hfa - hfb
  have key : ∀ x, secular U v t x = (x - a) * (x - b) * (x - (2 * U - a - b)) := by
    intro x
    unfold secular
    linear_combination (x - a) * hα + hfa
  refine ⟨a, b, 2 * U - a - b, hab.le, ?_, fun x => by rw [det_eq_secular, key]⟩
  by_contra h
  have h3 := key (U + v)
  have h4 : 0 ≤ (U + v - a) * (U + v - b) * (U + v - (2 * U - a - b)) :=
    mul_nonneg (mul_nonneg (by linarith [hb.2]) (by linarith [hb.2])) (by linarith [hb.2])
  linarith
```

Q: Why can't the levels touch?

A: For $v>0$ and $t\ne0$,

$$P(U-v)=4t^2v>0,\qquad P(U+v)=-4t^2v<0 .$$

Since the cubic runs from $-\infty$ to $+\infty$, $a<U-v<b<U+v<c$. Lean argues by contradiction: a misplaced level would give the factored product the wrong sign.

```lean
/-- For positive bias and nonzero hopping, the two bare ionic energies `U - v` and `U + v`
strictly separate the three levels, so no two levels meet. -/
theorem levels_interlace {U v t a b c : ℝ} (hv : 0 < v) (ht : t ≠ 0)
    (h : OrderedLevels (dimer U v t) a b c) :
    a < U - v ∧ U - v < b ∧ b < U + v ∧ U + v < c := by
  have hab := h.low
  have hbc := h.high
  have hp : 0 < t ^ 2 * v := by positivity
  have h1 : (U - v - a) * (U - v - b) * (U - v - c) = 4 * (t ^ 2 * v) := by
    rw [← h.det_eq, det_eq_secular, secular]
    ring
  have h2 : (U + v - a) * (U + v - b) * (U + v - c) = -4 * (t ^ 2 * v) := by
    rw [← h.det_eq, det_eq_secular, secular]
    ring
  have hc : U + v < c := by
    by_contra hn
    have := mul_nonneg (mul_nonneg (by linarith : 0 ≤ U + v - a)
      (by linarith : 0 ≤ U + v - b)) (by linarith : 0 ≤ U + v - c)
    linarith
  have hb : U - v < b := by
    by_contra hn
    have := mul_nonneg (mul_nonneg (by linarith : 0 ≤ U - v - a)
      (by linarith : 0 ≤ U - v - b)) (by linarith : 0 ≤ c - (U - v))
    nlinarith
  have ha : a < U - v := by
    by_contra hn
    have := mul_nonneg (mul_nonneg (by linarith : 0 ≤ a - (U - v))
      (by linarith : 0 ≤ b - (U - v))) (by linarith : 0 ≤ c - (U - v))
    nlinarith
  refine ⟨ha, hb, ?_, hc⟩
  by_contra hn
  have := mul_nonneg (mul_nonneg (by linarith : 0 ≤ U + v - a)
    (by linarith : 0 ≤ b - (U + v))) (by linarith : 0 ≤ c - (U + v))
  nlinarith
```

Q: Now set $v=U$. How much does the third state disturb the two-state gap?

A: Comparing coefficients gives $a+b=2U-c$ and $abc=-4t^2U$. Therefore

$$(b-a)^2=(a+b)^2-4ab=(c-2U)^2+\frac{16t^2U}{c}.$$

Write $\delta=c-2U>0$. The equation $P(c)=0$ reads $c^2\delta=4t^2(c-U)$. Because $4U(c-U)=c^2-\delta^2\le c^2$, we get $U\delta\le t^2$. Also

$$\frac{16t^2U}{c}=8t^2\left(1-\frac{\delta}{c}\right),\qquad 0\le\frac{\delta}{c}\le\frac{t^2}{2U^2},$$

so

$$t^2\left(8-4\frac{t^2}{U^2}\right)\le(b-a)^2\le t^2\left(8+\frac{t^2}{U^2}\right).$$

In Lean, evaluations at $0$, $1$ and $-1$ supply the coefficient relations, `hgap` is the gap identity multiplied by $c$, and `hshift` is the bound on $\delta$. The final inequalities are also proved after multiplication by $c>0$.

```lean
/-- At the resonance `v = U > 0` with `t > 0`, the squared gap between the two lowest levels
equals `8 t ^ 2` up to explicit corrections of relative order `(t / U) ^ 2`. -/
theorem gap_sq_bounds {U t a b c : ℝ} (hU : 0 < U) (ht : 0 < t)
    (h : OrderedLevels (dimer U U t) a b c) :
    t ^ 2 * (8 - 4 * (t / U) ^ 2) ≤ (b - a) ^ 2 ∧
      (b - a) ^ 2 ≤ t ^ 2 * (8 + (t / U) ^ 2) := by
  obtain ⟨-, -, -, hc2⟩ := levels_interlace hU ht.ne' h
  have hc : 0 < c := by linarith
  have hd : 0 ≤ c - 2 * U := by linarith
  have hs : ∀ x, secular U U t x = (x - a) * (x - b) * (x - c) := fun x => by
    rw [← det_eq_secular, h.det_eq]
  have h0 := hs 0
  have h1 := hs 1
  have hm := hs (-1)
  have hcc := hs c
  unfold secular at h0 h1 hm hcc
  -- Vieta's relations for the sum and the product of the levels
  have e1 : a + b = 2 * U - c := by linear_combination (h1 + hm) / 2 - h0
  have e3 : a * b * c = -4 * t ^ 2 * U := by linear_combination h0
  have hgap : c * (b - a) ^ 2 = c * (c - 2 * U) ^ 2 + 16 * t ^ 2 * U := by
    linear_combination c * (a + b + 2 * U - c) * e1 - 4 * e3
  -- the upper ionic level is pushed up by at most t ^ 2 / U
  have hshift : U * (c - 2 * U) ≤ t ^ 2 := by
    have hc' : 0 < c ^ 2 := by positivity
    refine le_of_mul_le_mul_left ?_ hc'
    have e : c ^ 2 * t ^ 2 - c ^ 2 * (U * (c - 2 * U)) = t ^ 2 * (c - 2 * U) ^ 2 := by
      linear_combination -U * hcc
    have : 0 ≤ t ^ 2 * (c - 2 * U) ^ 2 := by positivity
    linarith
  obtain ⟨r, hr⟩ : ∃ r, r = t / U := ⟨_, rfl⟩
  rw [← hr]
  have htr : t = r * U := by rw [hr]; field_simp
  have hdr : c - 2 * U ≤ t * r := by
    refine le_of_mul_le_mul_left ?_ hU
    have : U * (t * r) = t ^ 2 := by linear_combination -t * htr
    linarith
  constructor
  · refine le_of_mul_le_mul_left ?_ hc
    have hD : t ^ 2 * (t * r) = t ^ 2 * r ^ 2 * U := by linear_combination t ^ 2 * r * htr
    have hA := mul_nonneg (sq_nonneg t) (sub_nonneg.mpr hdr)
    have hB := mul_nonneg (mul_nonneg (sq_nonneg t) (sq_nonneg r)) hd
    have hC := mul_nonneg hc.le (sq_nonneg (c - 2 * U))
    nlinarith
  · refine le_of_mul_le_mul_left ?_ hc
    have hA := mul_le_mul_of_nonneg_left (pow_le_pow_left₀ hd hdr 2) hc.le
    have hB := mul_nonneg (sq_nonneg t) hd
    nlinarith
```

Q: And the limit?

A: Divide by $t^2$: both bounds tend to $8$, so the squared ratio does too. Continuity of the square root and $b\ge a$ give $(b-a)/t\to\sqrt8=2\sqrt2$.

In `avoided_crossing`, $U>0$ is fixed and `a`, `b`, `c` are functions of $t$ that give the ordered levels for each $t>0$. The filter `𝓝[>] 0` means that $t$ approaches zero from above. The first conclusion, `a t < b t`, comes from the interlacing and holds for every $t>0$, not just small $t$.

```lean
/-- At the charge-transfer resonance `v = U > 0`, the two lowest levels are distinct for every
`t > 0`, and their difference divided by `t` tends to `2 √2` as `t` tends to zero from above. -/
theorem avoided_crossing {U : ℝ} (hU : 0 < U) (a b c : ℝ → ℝ)
    (h : ∀ t, 0 < t → OrderedLevels (dimer U U t) (a t) (b t) (c t)) :
    (∀ t, 0 < t → a t < b t) ∧
      Tendsto (fun t => (b t - a t) / t) (𝓝[>] 0) (𝓝 (2 * √2)) := by
  refine ⟨fun t ht => ?_, ?_⟩
  · obtain ⟨h1, h2, -, -⟩ := levels_interlace hU ht.ne' (h t ht)
    exact h1.trans h2
  have hlo : Tendsto (fun t : ℝ => 8 - 4 * (t / U) ^ 2) (𝓝[>] 0) (𝓝 8) :=
    ((by fun_prop : Continuous fun t : ℝ => 8 - 4 * (t / U) ^ 2).tendsto' 0 8
      (by simp)).mono_left nhdsWithin_le_nhds
  have hhi : Tendsto (fun t : ℝ => 8 + (t / U) ^ 2) (𝓝[>] 0) (𝓝 8) :=
    ((by fun_prop : Continuous fun t : ℝ => 8 + (t / U) ^ 2).tendsto' 0 8
      (by simp)).mono_left nhdsWithin_le_nhds
  -- squeeze the squared ratio, then take the square root
  have hsq : Tendsto (fun t => ((b t - a t) / t) ^ 2) (𝓝[>] 0) (𝓝 8) := by
    refine tendsto_of_tendsto_of_tendsto_of_le_of_le' hlo hhi ?_ ?_
    · filter_upwards [self_mem_nhdsWithin] with t ht
      have ht' : 0 < t := ht
      rw [div_pow (b t - a t), le_div_iff₀ (by positivity)]
      linarith [(gap_sq_bounds hU ht' (h t ht')).1]
    · filter_upwards [self_mem_nhdsWithin] with t ht
      have ht' : 0 < t := ht
      rw [div_pow (b t - a t), div_le_iff₀ (by positivity)]
      linarith [(gap_sq_bounds hU ht' (h t ht')).2]
  have h8 : √8 = 2 * √2 := by
    rw [show (8 : ℝ) = 2 ^ 2 * 2 by norm_num, Real.sqrt_mul (by positivity),
      Real.sqrt_sq (by norm_num)]
  rw [← h8]
  refine ((Real.continuous_sqrt.tendsto 8).comp hsq).congr' ?_
  filter_upwards [self_mem_nhdsWithin] with t ht
  have ht' : 0 < t := ht
  exact Real.sqrt_sq (div_nonneg (sub_nonneg.mpr (h t ht').low) ht'.le)

end

end HubbardDimerResonance
```

```lean
#print axioms HubbardDimerResonance.bare_crossing
#print axioms HubbardDimerResonance.exists_levels
#print axioms HubbardDimerResonance.levels_interlace
#print axioms HubbardDimerResonance.avoided_crossing
```

```
'HubbardDimerResonance.bare_crossing' depends on axioms: [propext, Classical.choice, Quot.sound]
'HubbardDimerResonance.exists_levels' depends on axioms: [propext, Classical.choice, Quot.sound]
'HubbardDimerResonance.levels_interlace' depends on axioms: [propext, Classical.choice, Quot.sound]
'HubbardDimerResonance.avoided_crossing' depends on axioms: [propext, Classical.choice, Quot.sound]
```

Q: What can I use it for?

A: In charge-transfer problems, half the resonant gap is often read as an effective coupling. For this two-site, one-orbital-per-site model, that reading gives $\sqrt2\,t$ to leading order in $t/U$, with the third singlet included.
